# The sum of static RPA spin and charge susceptibilities as twice the bare susceptibility plus an interaction term

Take the paramagnetic state of the single-band Hubbard model with on-site repulsion U, and let x be the static bare susceptibility per spin, with the sign that makes it positive. In the random-phase approximation the spin response is x/(1 − Ux) and the charge response is x/(1 + Ux), both normalised to equal x at U = 0. The theorem `rpaTotal_eq` says that their sum is 2x + 2U²x³/(1 − (Ux)²). Here U and x are any real numbers with Ux different from 1 and −1, and the two response formulas are taken as definitions, not derived from a Hamiltonian. The attempt shows that both denominators are nonzero, factors 1 − (Ux)² into their product, unfolds the definitions, and leaves the rest to `field_simp` and `ring`.

In Lean, a first try:

```lean
import Mathlib

open Finset

namespace RpaTotalEq

noncomputable section

/-- The static RPA spin susceptibility built from the bare susceptibility `x`,
for `U * x ≠ 1`. -/
def rpaSpin (U x : ℝ) : ℝ := x / (1 - U * x)

/-- The static RPA charge susceptibility built from the bare susceptibility `x`,
for `U * x ≠ -1`. -/
def rpaCharge (U x : ℝ) : ℝ := x / (1 + U * x)

/-- The sum of the RPA spin and charge susceptibilities with a common interaction `U`,
for `U * x` different from `1` and `-1`. -/
def rpaTotal (U x : ℝ) : ℝ := rpaSpin U x + rpaCharge U x

/-- Away from the poles `U * x = 1` and `U * x = -1`, the spin plus charge response equals `2 * x`
plus the term `2 * U ^ 2 * x ^ 3 / (1 - (U * x) ^ 2)`. -/
theorem rpaTotal_eq {U x : ℝ} (h₁ : U * x ≠ 1) (h₂ : U * x ≠ -1) :
    rpaTotal U x = 2 * x + 2 * U ^ 2 * x ^ 3 / (1 - (U * x) ^ 2) := by
  have h3 : 1 - U * x ≠ 0 := fun h => h₁ (by linarith)
  have h4 : 1 + U * x ≠ 0 := fun h => h₂ (by linarith)
  have h5 : 1 - (U * x) ^ 2 = (1 - U * x) * (1 + U * x) := by ring
  rw [h5]
  unfold rpaTotal rpaSpin rpaCharge
  field_simp
  ring

end

end RpaTotalEq
```

Compiling this gives:

```
Try this:
  [apply] ring_nf
  
  The `ring` tactic failed to close the goal. Use `ring_nf` to obtain a normal form.
    
  Note that `ring` works primarily in *commutative* rings. If you have a noncommutative ring, abelian group or module, consider using `noncomm_ring`, `abel` or `module` instead.
Main.lean:24:68: error: unsolved goals
U x : ℝ
h₁ : U * x ≠ 1
h₂ : U * x ≠ -1
h3 : 1 - U * x ≠ 0
h4 : 1 + U * x ≠ 0
h5 : 1 - (U * x) ^ 2 = (1 - U * x) * (1 + U * x)
⊢ x * (1 - x * U)⁻¹ + x * (1 + x * U)⁻¹ = x * 2 + x ^ 3 * U ^ 2 * (1 - x ^ 2 * U ^ 2)⁻¹ * 2
```

Cause. The first message says that `ring` did not close the goal, and the error shows what was left. That goal still contains inverses, so `field_simp` had not cleared all the denominators, although `h3` and `h4` were in context. The messages do not show why. `ring` does not use those hypotheses, and it treats the inverses of the three different sums as unrelated quantities, so it could not prove the equation.

The repair clears the denominators by hand. The new `h6` says that the product of the two denominators is nonzero. `div_add_div` puts the left side over that product, and `div_eq_iff` moves the product to the right side as a factor. `add_mul` distributes it over the sum there, and `div_mul_cancel₀` cancels it against the remaining division. What is left is a polynomial identity, which `ring` proves.

The repair, with which the file compiles:

```diff
@@ -26,7 +26,8 @@
   have h4 : 1 + U * x ≠ 0 := fun h => h₂ (by linarith)
   have h5 : 1 - (U * x) ^ 2 = (1 - U * x) * (1 + U * x) := by ring
+  have h6 := mul_ne_zero h3 h4
   rw [h5]
   unfold rpaTotal rpaSpin rpaCharge
-  field_simp
+  rw [div_add_div _ _ h3 h4, div_eq_iff h6, add_mul, div_mul_cancel₀ _ h6]
   ring
 
```
